# For commuting spins a and b on a nonzero finite-dimensional space, the greatest eigenvalue of J·K is ab

Take two spins one half, $\hbar=1$, both up. The total $z$-component is $1$ and the total raising operator gives zero, so the squared total momentum is $1\cdot 2=2$. It also equals $\tfrac34+\tfrac34+2\,J\cdot K$, hence $J\cdot K=\tfrac14=\tfrac12\cdot\tfrac12$. A highest-weight vector turns a bound on $z$-components into a bound on $J\cdot K$, and this works for any two commuting spins on a finite-dimensional space.

## Operators and ladder algebra

The state space $V$ is a complex inner-product space. A triple $J=(J_0,J_1,J_2)$ holds the $x,y,z$ components.

In Lean 4 with Mathlib:

```lean
import Mathlib

open Matrix
open Complex (I I_mul_I)
open scoped Kronecker

namespace SpinCouplingUpperBound

noncomputable section

variable {V : Type*} [NormedAddCommGroup V] [InnerProductSpace ℂ V]
  {J K : Fin 3 → Module.End ℂ V} {a b : ℝ}
```

Products are compositions of operators, and $J\cdot K=\sum_i J_iK_i$.

```lean
/-- The scalar product `J·K` of two vector operators. -/
def dot (J K : Fin 3 → Module.End ℂ V) : Module.End ℂ V := ∑ i, J i * K i
```

For $s=\pm1$ let $L_s=J_0+isJ_1$.

```lean
/-- The ladder operator `Jx + i s Jy`: raising for `s = 1`, lowering for `s = -1`. -/
def ladder (J : Fin 3 → Module.End ℂ V) (s : ℝ) : Module.End ℂ V :=
  J 0 + ((s : ℂ) * I) • J 1
```

`IsSymmetric` means $\langle J_iv,w\rangle=\langle v,J_iw\rangle$.

```lean
/-- A Hermitian triple with the angular momentum commutation relations (`ℏ = 1`). -/
structure IsAngularMomentum (J : Fin 3 → Module.End ℂ V) : Prop where
  herm : ∀ i, (J i).IsSymmetric
  xy : J 0 * J 1 - J 1 * J 0 = I • J 2
  yz : J 1 * J 2 - J 2 * J 1 = I • J 0
  zx : J 2 * J 0 - J 0 * J 2 = I • J 1
```

The value of $J^2=J\cdot J$ is a hypothesis: it fixes the length of the spin. The number $a\ge0$ is real; $2a$ is not assumed to be an integer. On a nonzero finite-dimensional space these relations force $2a$ to be an integer, but the proofs below never use that.

```lean
/-- An angular momentum with `J² = a(a+1)` and `a ≥ 0`. -/
structure IsSpin (J : Fin 3 → Module.End ℂ V) (a : ℝ) : Prop extends IsAngularMomentum J where
  nonneg : 0 ≤ a
  casimir : dot J J = ((a * (a + 1) : ℝ) : ℂ) • 1
```

Expanding, $L_{-s}L_s=J_0^2+J_1^2+is[J_0,J_1]=J^2-J_2^2-sJ_2$.

```lean
private lemma ladder_mul (h : IsAngularMomentum J) (s : ℝ) (hs : s * s = 1) :
    ladder J (-s) * ladder J s = dot J J - J 2 * J 2 - (s : ℂ) • J 2 := by
  have hs' : (s : ℂ) * s = 1 := by exact_mod_cast hs
  have e1 : ladder J (-s) * ladder J s = J 0 * J 0 + ((s : ℂ) * I) • (J 0 * J 1 - J 1 * J 0)
      + (-((s : ℂ) * s) * (I * I)) • (J 1 * J 1) := by
    simp only [ladder, add_mul, mul_add, smul_mul_assoc, mul_smul_comm, Complex.ofReal_neg]
    module
  have e2 : ((s : ℂ) * I) • (I • J 2) = -((s : ℂ) • J 2) := by
    rw [smul_smul, mul_assoc, I_mul_I]
    module
  rw [e1, h.xy, e2, hs', I_mul_I]
  simp only [dot, Fin.sum_univ_three]
  module
```

Also $[J_2,L_1]=iJ_1+J_0=L_1$, so $L_1$ raises the weight (the eigenvalue of $J_2$) by one.

```lean
private lemma z_mul_raise (h : IsAngularMomentum J) :
    J 2 * ladder J 1 = ladder J 1 * J 2 + ladder J 1 := by
  have r : ladder J 1 = J 0 + I • J 1 := by simp [ladder]
  have e : J 2 * ladder J 1 - ladder J 1 * J 2
      = (J 2 * J 0 - J 0 * J 2) - I • (J 1 * J 2 - J 2 * J 1) := by
    simp only [r, mul_add, add_mul, mul_smul_comm, smul_mul_assoc]
    module
  rw [h.zx, h.yz, smul_smul, I_mul_I] at e
  rw [← sub_eq_iff_eq_add', e, r]
  module
```

In $[J^2,J_2]$ the terms $i(J_1J_0+J_0J_1)$ and $-i(J_0J_1+J_1J_0)$ cancel.

```lean
private lemma casimir_aux {x y z : Module.End ℂ V} (hyz : y * z - z * y = I • x)
    (hzx : z * x - x * z = I • y) :
    (x * x + y * y + z * z) * z = z * (x * x + y * y + z * z) := by
  have e : (x * x + y * y + z * z) * z - z * (x * x + y * y + z * z)
      = y * (y * z - z * y) + (y * z - z * y) * y
        - x * (z * x - x * z) - (z * x - x * z) * x := by noncomm_ring
  rw [hyz, hzx] at e
  rw [← sub_eq_zero, e]
  simp only [mul_smul_comm, smul_mul_assoc]
  abel
```

Cyclic relabelling covers the other components.

```lean
private lemma casimir_comm (h : IsAngularMomentum J) (i : Fin 3) :
    dot J J * J i = J i * dot J J := by
  have e : dot J J = J 0 * J 0 + J 1 * J 1 + J 2 * J 2 := by
    simp only [dot, Fin.sum_univ_three]
  have e0 : dot J J = J 1 * J 1 + J 2 * J 2 + J 0 * J 0 := by rw [e]; abel
  have e1 : dot J J = J 2 * J 2 + J 0 * J 0 + J 1 * J 1 := by rw [e]; abel
  match i with
  | 0 => rw [e0]; exact casimir_aux h.zx h.xy
  | 1 => rw [e1]; exact casimir_aux h.xy h.yz
  | 2 => rw [e]; exact casimir_aux h.yz h.zx
```

## Weights are bounded by the spin

If $J_2v=mv$, then $\|L_sv\|^2=\langle v,L_{-s}L_sv\rangle=(a(a+1)-m(m+s))\|v\|^2$.

```lean
/-- The squared norm of a ladder-shifted weight vector is `a(a+1) - m(m ± 1)` times that of
the original vector. -/
theorem norm_ladder (h : IsSpin J a) {s m : ℝ} (hs : s * s = 1) {v : V}
    (hz : J 2 v = (m : ℂ) • v) :
    ‖ladder J s v‖ ^ 2 = (a * (a + 1) - m * (m + s)) * ‖v‖ ^ 2 := by
  have n (x : V) : inner ℂ x x = ((‖x‖ ^ 2 : ℝ) : ℂ) :=
    (inner_self_eq_norm_sq_to_K (𝕜 := ℂ) x).trans (Complex.ofReal_pow _ _).symm
  -- the two ladder operators are adjoint to each other
  have adj (w : V) : inner ℂ (ladder J s v) w = inner ℂ v (ladder J (-s) w) := by
    simp only [ladder, LinearMap.add_apply, LinearMap.smul_apply, inner_add_left,
      inner_add_right, inner_smul_left, inner_smul_right, map_mul, Complex.conj_ofReal,
      Complex.conj_I]
    rw [h.herm 0 v w, h.herm 1 v w]
    push_cast
    ring
  have e := LinearMap.congr_fun (ladder_mul h.toIsAngularMomentum s hs) v
  simp only [Module.End.mul_apply, LinearMap.sub_apply, LinearMap.smul_apply, h.casimir, hz,
    map_smul, Module.End.one_apply] at e
  apply Complex.ofReal_injective
  rw [← n (ladder J s v), adj, e]
  simp only [inner_sub_right, inner_smul_right, n]
  push_cast
  ring
```

For $v\neq0$ both signs give nonnegative factors: $(a-m)(a+m+1)\ge0$ and $(a+m)(a-m+1)\ge0$. With $a\ge0$ they force $|m|\le a$; `nlinarith` does this last step.

```lean
/-- Every eigenvalue `m` of `Jz` for a spin `a` satisfies `|m| ≤ a`. -/
theorem abs_weight_le (h : IsSpin J a) {m : ℝ} {v : V} (hv : v ≠ 0)
    (hz : J 2 v = (m : ℂ) • v) : |m| ≤ a := by
  have hp : 0 < ‖v‖ ^ 2 := by positivity
  have key (s : ℝ) (hs : s * s = 1) : 0 ≤ a * (a + 1) - m * (m + s) :=
    (mul_nonneg_iff_of_pos_right hp).mp (norm_ladder h hs hz ▸ sq_nonneg _)
  have h1 := key 1 (by norm_num)
  have h2 := key (-1) (by norm_num)
  have ha := h.nonneg
  exact abs_le.mpr ⟨by nlinarith, by nlinarith⟩
```

If instead $L_1w=0$ and $J_2w=mw$, the product formula gives $J^2w=m(m+1)w$.

```lean
private lemma casimir_highest (h : IsAngularMomentum J) {m : ℝ} {w : V}
    (hz : J 2 w = (m : ℂ) • w) (hw : ladder J 1 w = 0) :
    dot J J w = ((m * (m + 1) : ℝ) : ℂ) • w := by
  have e := LinearMap.congr_fun (ladder_mul h 1 (by norm_num)) w
  simp only [Module.End.mul_apply, hw, map_zero, LinearMap.sub_apply, LinearMap.smul_apply,
    hz, map_smul] at e
  push_cast at e ⊢
  linear_combination (norm := module) (-1 : ℂ) • e
```

## The total momentum

Since every $J_i$ commutes with every $K_j$, the cross terms vanish and $J+K$ is again an angular momentum.

```lean
private lemma total (hJ : IsAngularMomentum J) (hK : IsAngularMomentum K)
    (hc : ∀ i j, J i * K j = K j * J i) : IsAngularMomentum (J + K) where
  herm i := (hJ.herm i).add (hK.herm i)
  xy := by
    simp only [Pi.add_apply, smul_add, ← hJ.xy, ← hK.xy, add_mul, mul_add, hc]; abel
  yz := by
    simp only [Pi.add_apply, smul_add, ← hJ.yz, ← hK.yz, add_mul, mul_add, hc]; abel
  zx := by
    simp only [Pi.add_apply, smul_add, ← hJ.zx, ← hK.zx, add_mul, mul_add, hc]; abel
```

Its square is $(J+K)^2=a(a+1)+b(b+1)+2J\cdot K$.

```lean
private lemma total_casimir (hJ : IsSpin J a) (hK : IsSpin K b)
    (hc : ∀ i j, J i * K j = K j * J i) (v : V) : dot (J + K) (J + K) v
      = ((a * (a + 1) + b * (b + 1) : ℝ) : ℂ) • v + (2 : ℂ) • dot J K v := by
  have e : dot (J + K) (J + K) = dot J J + dot K K + (2 : ℂ) • dot J K := by
    simp only [dot, Fin.sum_univ_three, Pi.add_apply, add_mul, mul_add, ← hc, two_smul]
    abel
  rw [e, hJ.casimir, hK.casimir]
  simp only [LinearMap.add_apply, LinearMap.smul_apply, Module.End.one_apply]
  push_cast
  module
```

From here $V$ is finite-dimensional. If $T$ is Hermitian and commutes with $S$, it preserves each eigenspace of $S$ and has an eigenvector there, with real eigenvalue.

```lean
variable [FiniteDimensional ℂ V]

private lemma exists_joint {S T : Module.End ℂ V} (hT : T.IsSymmetric) (hST : S * T = T * S)
    {μ : ℂ} {v : V} (hv : v ≠ 0) (h : S v = μ • v) :
    ∃ (m : ℝ) (w : V), w ≠ 0 ∧ S w = μ • w ∧ T w = (m : ℂ) • w := by
  have hE : ∀ x ∈ Module.End.eigenspace S μ, T x ∈ Module.End.eigenspace S μ := by
    intro x hx
    rw [Module.End.mem_eigenspace_iff] at hx ⊢
    have e : S (T x) = T (S x) := LinearMap.congr_fun hST x
    rw [e, hx, map_smul]
  have : Nontrivial (Module.End.eigenspace S μ) :=
    ⟨⟨⟨v, Module.End.mem_eigenspace_iff.mpr h⟩, 0, fun e => hv (congrArg Subtype.val e)⟩⟩
  obtain ⟨t, ht⟩ := Module.End.exists_eigenvalue (T.restrict hE)
  obtain ⟨w, hw⟩ := ht.exists_hasEigenvector
  have hw0 : (w : V) ≠ 0 := fun e => hw.2 (Subtype.ext e)
  have hTw : T (w : V) = t • (w : V) := congrArg Subtype.val hw.apply_eq_smul
  -- eigenvalues of a Hermitian operator are real
  have e := hT (w : V) (w : V)
  rw [hTw, inner_smul_left, inner_smul_right] at e
  obtain ⟨m, rfl⟩ := Complex.conj_eq_iff_real.mp
    (mul_right_cancel₀ (inner_self_ne_zero.mpr hw0) e)
  exact ⟨m, w, hw0, Module.End.mem_eigenspace_iff.mp w.2, hTw⟩
```

Start from such a joint eigenvector of $S$ and $J_2$, with $S$ commuting with all $J_i$. Each application of $L_1$ keeps the $S$-eigenvalue and adds one to the weight. Bounded weights force some step to give zero.

```lean
/-- If the weights of `Jz` are bounded above, each eigenspace of an operator commuting with `J`
contains a weight vector annihilated by the raising operator. -/
theorem exists_highest (hJ : IsAngularMomentum J) {B : ℝ}
    (hB : ∀ (m : ℝ) (v : V), v ≠ 0 → J 2 v = (m : ℂ) • v → m ≤ B)
    {S : Module.End ℂ V} (hS : ∀ i, S * J i = J i * S) {μ : ℂ} {v : V} (hv : v ≠ 0)
    (h : S v = μ • v) : ∃ (m : ℝ) (w : V),
      w ≠ 0 ∧ S w = μ • w ∧ J 2 w = (m : ℂ) • w ∧ ladder J 1 w = 0 := by
  obtain ⟨m, v, hv, hSv, hzv⟩ := exists_joint (hJ.herm 2) (hS 2) hv h
  by_contra hno
  -- otherwise the ladder could be climbed for ever
  have climb : ∀ n : ℕ, ∃ u : V, u ≠ 0 ∧ S u = μ • u ∧ J 2 u = ((m + n : ℝ) : ℂ) • u := by
    intro n
    induction n with
    | zero => exact ⟨v, hv, hSv, by simpa using hzv⟩
    | succ n ih =>
      obtain ⟨u, hu, hSu, hzu⟩ := ih
      refine ⟨ladder J 1 u, fun h => hno ⟨m + n, u, hu, hSu, hzu, h⟩, ?_, ?_⟩
      · have hS' (i : Fin 3) : S (J i u) = μ • J i u := by
          have e : S (J i u) = J i (S u) := LinearMap.congr_fun (hS i) u
          rw [e, hSu, map_smul]
        simp only [ladder, LinearMap.add_apply, LinearMap.smul_apply, map_add, map_smul, hS']
        module
      · have e := LinearMap.congr_fun (z_mul_raise hJ) u
        simp only [Module.End.mul_apply, LinearMap.add_apply, hzu, map_smul] at e
        rw [e]
        push_cast
        module
  obtain ⟨n, hn⟩ := exists_nat_gt (B - m)
  obtain ⟨u, hu, -, hzu⟩ := climb n
  linarith [hB _ u hu hzu]
```

A total weight $m$ has an eigenvector with $J_2=k$ and $K_2=m-k$, so $|m|\le a+b$.

```lean
/-- Every eigenvalue `m` of the total `Jz + Kz` satisfies `|m| ≤ a + b`. -/
theorem abs_total_weight_le (hJ : IsSpin J a) (hK : IsSpin K b)
    (hc : ∀ i j, J i * K j = K j * J i) {m : ℝ} {v : V} (hv : v ≠ 0)
    (hz : (J + K) 2 v = (m : ℂ) • v) : |m| ≤ a + b := by
  have hcomm : (J + K) 2 * J 2 = J 2 * (J + K) 2 := by
    simp only [Pi.add_apply, add_mul, mul_add, hc]
  obtain ⟨k, w, hw, h1, h2⟩ := exists_joint (hJ.herm 2) hcomm hv hz
  have h3 : K 2 w = ((m - k : ℝ) : ℂ) • w := by
    simp only [Pi.add_apply, LinearMap.add_apply, h2] at h1
    rw [← eq_sub_iff_add_eq'] at h1
    rw [h1, Complex.ofReal_sub, sub_smul]
  have l1 := abs_le.mp (abs_weight_le hJ hw h2)
  have l2 := abs_le.mp (abs_weight_le hK hw h3)
  exact abs_le.mpr ⟨by linarith [l1.1, l2.1], by linarith [l1.2, l2.2]⟩
```

## The upper bound

Let $J\cdot K\,v=\mu v$, $v\ne0$. Climbing with $J+K$ inside the corresponding eigenspace of $(J+K)^2$ ends at a weight $m$ with
$$a(a+1)+b(b+1)+2\mu=m(m+1)\le(a+b)(a+b+1),$$
so $\mu$ is real and $\mu\le ab$. Climbing with $J$ alone would be wrong: $J_2$ does not in general commute with $J\cdot K$, so the eigenvalue would be lost.

```lean
/-- For commuting spins `a` and `b`, every eigenvalue of `J·K` is real and at most `ab`. -/
theorem dot_eigenvalue_le (hJ : IsSpin J a) (hK : IsSpin K b)
    (hc : ∀ i j, J i * K j = K j * J i) {μ : ℂ}
    (hμ : Module.End.HasEigenvalue (dot J K) μ) : μ.im = 0 ∧ μ.re ≤ a * b := by
  obtain ⟨v, hv⟩ := hμ.exists_hasEigenvector
  have hT := total hJ.toIsAngularMomentum hK.toIsAngularMomentum hc
  have h0 : dot (J + K) (J + K) v
      = (((a * (a + 1) + b * (b + 1) : ℝ) : ℂ) + 2 * μ) • v := by
    rw [total_casimir hJ hK hc, hv.apply_eq_smul]
    module
  -- a highest-weight vector of the total momentum with the same total Casimir
  obtain ⟨m, w, hw, hSw, hzw, hr⟩ := exists_highest hT
    (fun m u hu hz => (le_abs_self m).trans (abs_total_weight_le hJ hK hc hu hz))
    (casimir_comm hT) hv.2 h0
  have e := smul_left_injective ℂ hw (hSw.symm.trans (casimir_highest hT hzw hr))
  have hm : μ = (((m * (m + 1) - a * (a + 1) - b * (b + 1)) / 2 : ℝ) : ℂ) := by
    push_cast at e ⊢
    linear_combination (1 / 2 : ℂ) * e
  have hb := abs_le.mp (abs_total_weight_le hJ hK hc hw hzw)
  rw [hm]
  refine ⟨Complex.ofReal_im _, ?_⟩
  rw [Complex.ofReal_re]
  nlinarith [mul_nonneg (sub_nonneg.mpr hb.2) (by linarith [hb.1] : 0 ≤ a + b + m + 1)]
```

If $(J+K)^2$ has eigenvalue $j(j+1)$, then $j(j+1)\le(a+b)(a+b+1)$, which excludes $j>a+b$. This is the upper triangle bound; the lower one, $|a-b|\le j$, is not treated.

```lean
/-- For commuting spins `a` and `b`, if the squared total momentum has the eigenvalue `j(j+1)` with
`j` real, then `j ≤ a + b`. -/
theorem total_spin_le (hJ : IsSpin J a) (hK : IsSpin K b)
    (hc : ∀ i j, J i * K j = K j * J i) {j : ℝ}
    (h : Module.End.HasEigenvalue (dot (J + K) (J + K)) ((j * (j + 1) : ℝ) : ℂ)) :
    j ≤ a + b := by
  obtain ⟨v, hv⟩ := h.exists_hasEigenvector
  have e := (total_casimir hJ hK hc v).symm.trans hv.apply_eq_smul
  have hd : dot J K v
      = (((j * (j + 1) - a * (a + 1) - b * (b + 1)) / 2 : ℝ) : ℂ) • v := by
    push_cast at e ⊢
    linear_combination (norm := module) (1 / 2 : ℂ) • e
  have l := (dot_eigenvalue_le hJ hK hc (Module.End.hasEigenvalue_of_hasEigenvector
    ⟨Module.End.mem_eigenspace_iff.mpr hd, hv.2⟩)).2
  rw [Complex.ofReal_re] at l
  have ha := hJ.nonneg
  have hb := hK.nonneg
  by_contra hn
  nlinarith [mul_pos (sub_pos.mpr (not_le.mp hn)) (by linarith : 0 < j + a + b + 1)]
```

## The bound is attained

At a highest weight of a spin $a$, $(m-a)(m+a+1)=0$; since $m\ge-a$, $m=a$.

```lean
omit [FiniteDimensional ℂ V] in
private lemma highest_eq (h : IsSpin J a) {m : ℝ} {w : V} (hw : w ≠ 0)
    (hz : J 2 w = (m : ℂ) • w) (hr : ladder J 1 w = 0) : m = a := by
  have e := smul_left_injective ℂ hw ((casimir_highest h.toIsAngularMomentum hz hr).symm.trans
    (LinearMap.congr_fun h.casimir w))
  have e' : m * (m + 1) = a * (a + 1) := Complex.ofReal_injective e
  have l := (abs_le.mp (abs_weight_le h hw hz)).1
  have p : (m - a) * (m + a + 1) = 0 := by linear_combination e'
  rcases mul_eq_zero.mp p with q | q <;> linarith
```

Climb with $J$ to weight $a$, then with $K$ at fixed $J_2=a$ to weight $b$. The norm formula shows that $J$'s raising operator still annihilates the result $w$. Hence $2J\cdot K\,w=[(a+b)(a+b+1)-a(a+1)-b(b+1)]w=2ab\,w$.

```lean
/-- For commuting spins `a` and `b` on a nonzero finite-dimensional space, the greatest real
eigenvalue of `J·K` is exactly `ab`. -/
theorem dot_isGreatest [Nontrivial V] (hJ : IsSpin J a) (hK : IsSpin K b)
    (hc : ∀ i j, J i * K j = K j * J i) :
    IsGreatest {r : ℝ | Module.End.HasEigenvalue (dot J K) (r : ℂ)} (a * b) := by
  refine ⟨?_, fun r hr => by simpa using (dot_eigenvalue_le hJ hK hc hr).2⟩
  obtain ⟨v, hv⟩ := exists_ne (0 : V)
  -- climb first with `J`, then with `K` at fixed weight `a` of `Jz`
  obtain ⟨m, u, hu, -, hzu, hru⟩ := exists_highest hJ.toIsAngularMomentum
    (fun m u hu hz => (le_abs_self m).trans (abs_weight_le hJ hu hz))
    (S := 1) (μ := 1) (fun i => by rw [one_mul, mul_one]) hv (by simp)
  obtain rfl := highest_eq hJ hu hzu hru
  obtain ⟨k, w, hw, hJw, hKw, hrK⟩ := exists_highest hK.toIsAngularMomentum
    (fun m u hu hz => (le_abs_self m).trans (abs_weight_le hK hu hz)) (hc 2) hu hzu
  obtain rfl := highest_eq hK hw hKw hrK
  have hrJ : ladder J 1 w = 0 := by
    have e := norm_ladder hJ (s := 1) (by norm_num) hJw
    rw [sub_self, zero_mul] at e
    exact norm_eq_zero.mp (pow_eq_zero_iff (two_ne_zero)|>.mp e)
  have hr : ladder (J + K) 1 w = 0 := by
    have e : ladder (J + K) 1 = ladder J 1 + ladder K 1 := by
      simp only [ladder, Pi.add_apply, smul_add]; abel
    rw [e, LinearMap.add_apply, hrJ, hrK, add_zero]
  have hz : (J + K) 2 w = ((m + k : ℝ) : ℂ) • w := by
    rw [Pi.add_apply, LinearMap.add_apply, hJw, hKw, Complex.ofReal_add, add_smul]
  have e := (total_casimir hJ hK hc w).symm.trans (casimir_highest
    (total hJ.toIsAngularMomentum hK.toIsAngularMomentum hc) hz hr)
  have hd : dot J K w = ((m * k : ℝ) : ℂ) • w := by
    push_cast at e ⊢
    linear_combination (norm := module) (1 / 2 : ℂ) • e
  exact Module.End.hasEigenvalue_of_hasEigenvector
    ⟨Module.End.mem_eigenspace_iff.mpr hd, hw⟩
```

For an isolated pair with isotropic exchange energy $-g\,J\cdot K$ and coupling constant $g>0$, the lowest energy is therefore $-g\,ab$.

## Two spins one half

The opening example uses half the Pauli matrices,

```lean
/-- The spin-one-half matrices, half the Pauli matrices. -/
def spinHalf : Fin 3 → Matrix (Fin 2) (Fin 2) ℂ :=
  ![!![0, 1 / 2; 1 / 2, 0], !![0, -I / 2; I / 2, 0], !![1 / 2, 0; 0, -1 / 2]]
```

acting on $\mathbb C^2\otimes\mathbb C^2$, with basis indexed by pairs.

```lean
/-- A matrix acting on the state space of two spins one half. -/
def act (A : Matrix (Fin 2 × Fin 2) (Fin 2 × Fin 2) ℂ) :
    Module.End ℂ (EuclideanSpace ℂ (Fin 2 × Fin 2)) := Matrix.toEuclideanLin A
```

Matrix products and the identity become those of operators.

```lean
private lemma act_mul (A B : Matrix (Fin 2 × Fin 2) (Fin 2 × Fin 2) ℂ) :
    act A * act B = act (A * B) := by
  refine LinearMap.ext fun v => ?_
  change WithLp.toLp 2 (A *ᵥ (B *ᵥ v.ofLp)) = WithLp.toLp 2 ((A * B) *ᵥ v.ofLp)
  rw [Matrix.mulVec_mulVec]

private lemma act_one : act 1 = 1 := by
  refine LinearMap.ext fun v => ?_
  change WithLp.toLp 2 ((1 : Matrix (Fin 2 × Fin 2) (Fin 2 × Fin 2) ℂ) *ᵥ v.ofLp) = v
  rw [Matrix.one_mulVec]
```

The commutators, the square $\tfrac34$ and hermiticity are checked entry by entry.

```lean
private lemma spinHalf_rel :
    spinHalf 0 * spinHalf 1 - spinHalf 1 * spinHalf 0 = I • spinHalf 2 ∧
    spinHalf 1 * spinHalf 2 - spinHalf 2 * spinHalf 1 = I • spinHalf 0 ∧
    spinHalf 2 * spinHalf 0 - spinHalf 0 * spinHalf 2 = I • spinHalf 1 ∧
    spinHalf 0 * spinHalf 0 + spinHalf 1 * spinHalf 1 + spinHalf 2 * spinHalf 2
      = ((1 / 2 * (1 / 2 + 1) : ℝ) : ℂ) • 1 := by
  refine ⟨?_, ?_, ?_, ?_⟩ <;> ext i j <;> fin_cases i <;> fin_cases j <;>
    apply Complex.ext <;> simp [spinHalf] <;> norm_num

private lemma spinHalf_herm (i : Fin 3) : (spinHalf i)ᴴ = spinHalf i := by
  ext k l
  fin_cases i <;> fin_cases k <;> fin_cases l <;> apply Complex.ext <;> simp [spinHalf]
```

A linear map that preserves products, identity and adjoints carries these relations to the larger space.

```lean
private lemma isSpin_of_map (f : Matrix (Fin 2) (Fin 2) ℂ →ₗ[ℂ]
      Matrix (Fin 2 × Fin 2) (Fin 2 × Fin 2) ℂ)
    (hm : ∀ A B, f A * f B = f (A * B)) (h1 : f 1 = 1) (hh : ∀ A, (f A)ᴴ = f Aᴴ) :
    IsSpin (fun i => act (f (spinHalf i))) (1 / 2) := by
  have hsub (A B : Matrix (Fin 2 × Fin 2) (Fin 2 × Fin 2) ℂ) :
      act A - act B = act (A - B) := (map_sub Matrix.toEuclideanLin A B).symm
  have hadd (A B : Matrix (Fin 2 × Fin 2) (Fin 2 × Fin 2) ℂ) :
      act A + act B = act (A + B) := (map_add Matrix.toEuclideanLin A B).symm
  have hsmul (c : ℂ) (A : Matrix (Fin 2 × Fin 2) (Fin 2 × Fin 2) ℂ) :
      c • act A = act (c • A) := (map_smul Matrix.toEuclideanLin c A).symm
  obtain ⟨r1, r2, r3, r4⟩ := spinHalf_rel
  refine ⟨⟨fun i => ?_, ?_, ?_, ?_⟩, by norm_num, ?_⟩
  · exact isSymmetric_toEuclideanLin_iff.mpr
      (show (f (spinHalf i))ᴴ = f (spinHalf i) by rw [hh, spinHalf_herm])
  · simp only [act_mul, hm, hsub, ← map_sub, r1, hsmul, map_smul]
  · simp only [act_mul, hm, hsub, ← map_sub, r2, hsmul, map_smul]
  · simp only [act_mul, hm, hsub, ← map_sub, r3, hsmul, map_smul]
  · simp only [dot, Fin.sum_univ_three, act_mul, hm, hadd, ← map_add]
    rw [r4, map_smul, h1, ← hsmul, act_one]
```

Both $A\mapsto A\otimes1$ and $A\mapsto1\otimes A$ are such maps, and their images commute because either order gives $A\otimes B$.

```lean
/-- The spin matrices acting on the first and on the second factor of the two-spin space are
commuting angular momenta with `a = b = 1/2`. -/
theorem twoSpinHalf_witness :
    IsSpin (fun i => act (spinHalf i ⊗ₖ (1 : Matrix (Fin 2) (Fin 2) ℂ))) (1 / 2) ∧
    IsSpin (fun i => act ((1 : Matrix (Fin 2) (Fin 2) ℂ) ⊗ₖ spinHalf i)) (1 / 2) ∧
    ∀ i j, act (spinHalf i ⊗ₖ (1 : Matrix (Fin 2) (Fin 2) ℂ)) * act (1 ⊗ₖ spinHalf j)
      = act (1 ⊗ₖ spinHalf j) * act (spinHalf i ⊗ₖ 1) := by
  refine ⟨isSpin_of_map
    { toFun := fun A => A ⊗ₖ (1 : Matrix (Fin 2) (Fin 2) ℂ)
      map_add' := fun A B => Matrix.add_kronecker A B 1
      map_smul' := fun c A => Matrix.smul_kronecker c A 1 } ?_ ?_ ?_, isSpin_of_map
    { toFun := fun A => (1 : Matrix (Fin 2) (Fin 2) ℂ) ⊗ₖ A
      map_add' := fun A B => Matrix.kronecker_add 1 A B
      map_smul' := fun c A => Matrix.kronecker_smul c 1 A } ?_ ?_ ?_, fun i j => ?_⟩
  · intro A B
    change (A ⊗ₖ 1) * (B ⊗ₖ 1) = (A * B) ⊗ₖ 1
    rw [← Matrix.mul_kronecker_mul, one_mul]
  · exact Matrix.one_kronecker_one
  · intro A
    change (A ⊗ₖ 1)ᴴ = Aᴴ ⊗ₖ 1
    rw [Matrix.conjTranspose_kronecker, Matrix.conjTranspose_one]
  · intro A B
    change (1 ⊗ₖ A) * (1 ⊗ₖ B) = 1 ⊗ₖ (A * B)
    rw [← Matrix.mul_kronecker_mul, one_mul]
  · exact Matrix.one_kronecker_one
  · intro A
    change (1 ⊗ₖ A)ᴴ = 1 ⊗ₖ Aᴴ
    rw [Matrix.conjTranspose_kronecker, Matrix.conjTranspose_one]
  · rw [act_mul, act_mul, ← Matrix.mul_kronecker_mul, ← Matrix.mul_kronecker_mul]
    simp only [one_mul, mul_one]

end

end SpinCouplingUpperBound
```

Taking $V$ from the start as a tensor product of two irreducible spin spaces would build in that $2a$ and $2b$ are integers and that $J$ commutes with $K$. Here commutation is a hypothesis and integrality is simply not used; on a nonzero finite-dimensional space no other values of $a$ or $b$ become possible. The version with commuting triples also admits further degrees of freedom, such as a finite set of orbitals, on which neither spin acts.

```lean
#print axioms SpinCouplingUpperBound.total_spin_le
#print axioms SpinCouplingUpperBound.dot_isGreatest
```

```
'SpinCouplingUpperBound.total_spin_le' depends on axioms: [propext, Classical.choice, Quot.sound]
'SpinCouplingUpperBound.dot_isGreatest' depends on axioms: [propext, Classical.choice, Quot.sound]
```
